# The CZAR identity for a spring-coupled auxiliary variable with finitely many positions

CZAR stands for corrected z-averaged restraint. The identity recovers the slope of the free energy along a collective variable $z$ when the bias acts on an auxiliary variable tied to $z$ by a harmonic spring. Here the auxiliary variable takes finitely many positions $\lambda_j$, each with a positive weight $b_j$ that does not depend on the collective variable $z$. Conditional averages are then finite sums, and a fixed bias $V(\lambda)$ enters as $b_j=e^{-\beta V(\lambda_j)}$, with $\beta=1/kT$ (here $kT$ is the thermal energy; elsewhere $k$ is the spring constant).

Let $A(z)$ be the free energy along $z$. The joint weight, the unnormalised density of $z$ and the conditional mean position are

$$w_j(z)=b_j\,e^{-\beta\left(A(z)+k(z-\lambda_j)^2/2\right)},\qquad \rho(z)=\sum_j w_j(z),\qquad \langle\lambda\rangle_z=\frac{\sum_j\lambda_j w_j(z)}{\rho(z)}.$$

Wherever $A$ is differentiable,

$$A'(z)=-kT\,(\ln\rho)'(z)+k\left(\langle\lambda\rangle_z-z\right).$$

The weights $b_j$ do not appear explicitly: their effect is carried by $\rho$ and $\langle\lambda\rangle_z$, both of which can be estimated from the biased run.

## Recovering the mean force from biased samples

In extended-system adaptive biasing force simulations, the bias acts on $\lambda$ while the free energy is wanted along $z$. A code can accumulate a histogram of $z$ and the mean of $\lambda$ in each bin, then combine them by this formula; the version here covers a fixed bias and a discrete $\lambda$.

The same algebra applies to pooled umbrella-sampling data with a common spring constant. The $\lambda_j$ are then the window centres, and $b_j$ is the number of samples in window $j$ divided by that window's partition function.

## From spring forces to the free-energy slope

Differentiating one joint weight gives

$$w_j'=-\beta\left(A'+k(z-\lambda_j)\right)w_j.$$

Write $m(z)=\langle\lambda\rangle_z$. Since $\sum_j\lambda_jw_j=m\rho$, summing over $j$ gives

$$\rho'=-\beta\left(A'+k(z-m)\right)\rho.$$

The density is positive, so we may divide by it:

$$(\ln\rho)'=-\beta\left(A'+k(z-m)\right).$$

Multiplying by $-1/\beta$ and moving the spring term across gives the identity. For $k\neq0$, the uncorrected estimate $-kT(\ln\rho)'$ is therefore exact at $z$ if and only if $m(z)=z$.

For the response of the mean, set $N=\sum_j\lambda_jw_j$ and $S=\sum_j\lambda_j^2w_j$. Then

$$\rho'=-\beta(A'+kz)\rho+\beta kN,\qquad N'=-\beta(A'+kz)N+\beta kS.$$

In the quotient rule the terms with $A'+kz$ cancel:

$$m'=\frac{N'\rho-N\rho'}{\rho^2}=\beta k\left(\frac S\rho-m^2\right)=\beta k\,\mathrm{Var}(\lambda|z).$$

The last step expands $\sum_j(\lambda_j-m)^2w_j/\rho=S/\rho-2m^2+m^2$. If $A$ is differentiable everywhere and $A'$ is differentiable at $z$, differentiating the identity gives

$$A''=-kT(\ln\rho)''+k\left(\beta k\,\mathrm{Var}(\lambda|z)-1\right).$$

If $A'$ is continuous, integrating the right-hand side of the identity from $x$ to $y$ gives $A(y)-A(x)$.

### Two positions, worked at $z=0$

Take $\beta=k=1$, $A(z)=2z$, positions $-1$ and $1$, and weights $1$ and $3$. Expanding the squares gives

$$\ln\rho(z)=-2z-\frac{z^2+1}{2}+\ln\left(e^{-z}+3e^z\right).$$

At $z=0$ the slope is $-2+\tfrac{2}{4}=-\tfrac32$, so the uncorrected estimate is $\tfrac32$. The conditional mean is $(-1+3)/4=\tfrac12$, which supplies the missing $\tfrac12$ and recovers $A'(0)=2$. The conditional variance is $1-\tfrac14=\tfrac34$, and $(\ln\rho)''(0)=-1+\tfrac34=-\tfrac14$. The curvature formula gives $\tfrac14+\tfrac34-1=0$, as it should for a linear $A$.

## The Lean file

```lean
import Mathlib

open Finset

namespace CZAR

noncomputable section

variable {ι : Type*} [Fintype ι]

/-- Joint Boltzmann weight of the collective variable at `z` and the auxiliary variable at
`lam j`, with free energy `A`, spring constant `k` and bias weight `b j`. -/
def jointWeight (β k : ℝ) (A : ℝ → ℝ) (b lam : ι → ℝ) (j : ι) (z : ℝ) : ℝ :=
  b j * Real.exp (-β * (A z + k * (z - lam j) ^ 2 / 2))

/-- The unnormalised biased density `ρ(z)` of the collective variable: the joint weight
summed over the auxiliary positions. -/
def marginal (β k : ℝ) (A : ℝ → ℝ) (b lam : ι → ℝ) (z : ℝ) : ℝ :=
  ∑ j, jointWeight β k A b lam j z

/-- Conditional mean of an observable `f` of the auxiliary variable at fixed `z`,
defined where the marginal density is nonzero. -/
def condMean (β k : ℝ) (A : ℝ → ℝ) (b lam f : ι → ℝ) (z : ℝ) : ℝ :=
  (∑ j, f j * jointWeight β k A b lam j z) / marginal β k A b lam z

/-- Conditional variance of the auxiliary position at fixed `z`,
defined where the marginal density is nonzero. -/
def condVar (β k : ℝ) (A : ℝ → ℝ) (b lam : ι → ℝ) (z : ℝ) : ℝ :=
  condMean β k A b lam (fun j => (lam j - condMean β k A b lam lam z) ^ 2) z

variable {β k z A' : ℝ} {A : ℝ → ℝ} {b lam : ι → ℝ}

/-- With at least one auxiliary position and positive bias weights, the marginal density
is positive everywhere. -/
theorem marginal_pos [Nonempty ι] (hb : ∀ j, 0 < b j) (z : ℝ) :
    0 < marginal β k A b lam z :=
  Finset.sum_pos (fun j _ => mul_pos (hb j) (Real.exp_pos _)) Finset.univ_nonempty

omit [Fintype ι] in
/-- Where `A` is differentiable, the derivative of each joint weight is the weight itself times
`-β (A'(z) + k (z - lam j))`. -/
theorem hasDerivAt_jointWeight (hA : HasDerivAt A A' z) (j : ι) :
    HasDerivAt (fun x => jointWeight β k A b lam j x)
      (-β * (A' + k * (z - lam j)) * jointWeight β k A b lam j z) z := by
  have hq : HasDerivAt (fun x => k * (x - lam j) ^ 2 / 2) (k * (z - lam j)) z := by
    have h := ((((hasDerivAt_id' z).sub_const (lam j)).fun_pow 2).const_mul k).div_const 2
    exact h.congr_deriv (by push_cast; ring)
  have h := (((hA.fun_add hq).const_mul (-β)).exp).const_mul (b j)
  exact h.congr_deriv (by unfold jointWeight; ring)

/-- With at least one auxiliary position, positive bias weights and `A` differentiable at `z`, the
logarithm of the marginal density has slope `-β (A'(z) + k (z - ⟨λ⟩_z))`. -/
theorem hasDerivAt_log_marginal [Nonempty ι] (hb : ∀ j, 0 < b j) (hA : HasDerivAt A A' z) :
    HasDerivAt (fun x => Real.log (marginal β k A b lam x))
      (-β * (A' + k * (z - condMean β k A b lam lam z))) z := by
  have hρ : marginal β k A b lam z ≠ 0 := (marginal_pos hb z).ne'
  have hm : condMean β k A b lam lam z * marginal β k A b lam z
      = ∑ j, lam j * jointWeight β k A b lam j z := div_mul_cancel₀ _ hρ
  -- the individual spring forces add up to the force of the mean auxiliary position
  have he : ∑ j, -β * (A' + k * (z - lam j)) * jointWeight β k A b lam j z
      = -β * (A' + k * z) * marginal β k A b lam z
        + β * k * ∑ j, lam j * jointWeight β k A b lam j z := by
    unfold marginal
    rw [Finset.mul_sum, Finset.mul_sum, ← Finset.sum_add_distrib]
    exact Finset.sum_congr rfl (fun j _ => by ring)
  have hD : HasDerivAt (fun x => marginal β k A b lam x)
      (-β * (A' + k * (z - condMean β k A b lam lam z)) * marginal β k A b lam z) z := by
    have hs := HasDerivAt.fun_sum (u := Finset.univ)
      (fun j _ => hasDerivAt_jointWeight (β := β) (k := k) (b := b) (lam := lam) hA j)
    exact hs.congr_deriv (by linear_combination he - β * k * hm)
  exact (hD.log hρ).congr_deriv (mul_div_cancel_right₀ _ hρ)

/-- **CZAR identity.** For at least one auxiliary position, positive temperature, arbitrary positive
bias weights and any spring constant, `A'(z) = -kT (ln ρ)'(z) + k (⟨λ⟩_z - z)` wherever `A` is
differentiable. -/
theorem czar [Nonempty ι] (hβ : 0 < β) (hb : ∀ j, 0 < b j) (hA : DifferentiableAt ℝ A z) :
    deriv A z = -(1 / β) * deriv (fun x => Real.log (marginal β k A b lam x)) z
      + k * (condMean β k A b lam lam z - z) := by
  have hc : ∀ X : ℝ, -(1 / β) * (-β * X) = X := by
    intro X
    field_simp
  rw [(hasDerivAt_log_marginal hb hA.hasDerivAt).deriv, hc]
  ring

/-- At positive temperature, with at least one auxiliary position, positive bias weights, a nonzero
spring constant and `A` differentiable at `z`, the uncorrected estimate `-kT (ln ρ)'(z)` equals
`A'(z)` exactly when the conditional mean of the auxiliary position is `z`. -/
theorem uncorrected_exact_iff [Nonempty ι] (hβ : 0 < β) (hk : k ≠ 0) (hb : ∀ j, 0 < b j)
    (hA : DifferentiableAt ℝ A z) :
    -(1 / β) * deriv (fun x => Real.log (marginal β k A b lam x)) z = deriv A z
      ↔ condMean β k A b lam lam z = z := by
  have h := czar (k := k) (lam := lam) hβ hb hA
  constructor
  · intro e
    have h0 : k * (condMean β k A b lam lam z - z) = 0 := by linarith
    exact sub_eq_zero.mp ((mul_eq_zero.mp h0).resolve_left hk)
  · intro e
    have h0 : k * (condMean β k A b lam lam z - z) = 0 := by rw [e, sub_self, mul_zero]
    linarith

/-- Fluctuation-response relation: for at least one auxiliary position, positive bias weights and
`A` differentiable at `z`, the conditional mean auxiliary position changes with `z` at the rate
`β k Var(λ|z)`. -/
theorem hasDerivAt_condMean [Nonempty ι] (hb : ∀ j, 0 < b j) (hA : HasDerivAt A A' z) :
    HasDerivAt (fun x => condMean β k A b lam lam x) (β * k * condVar β k A b lam z) z := by
  have hρ : marginal β k A b lam z ≠ 0 := (marginal_pos hb z).ne'
  have hm : condMean β k A b lam lam z * marginal β k A b lam z
      = ∑ j, lam j * jointWeight β k A b lam j z := div_mul_cancel₀ _ hρ
  -- derivatives of the denominator and of the numerator
  have hD : HasDerivAt (fun x => marginal β k A b lam x)
      (-β * (A' + k * z) * marginal β k A b lam z
        + β * k * ∑ j, lam j * jointWeight β k A b lam j z) z := by
    have hs := HasDerivAt.fun_sum (u := Finset.univ)
      (fun j _ => hasDerivAt_jointWeight (β := β) (k := k) (b := b) (lam := lam) hA j)
    refine hs.congr_deriv ?_
    unfold marginal
    rw [Finset.mul_sum, Finset.mul_sum, ← Finset.sum_add_distrib]
    exact Finset.sum_congr rfl (fun j _ => by ring)
  have hN : HasDerivAt (fun x => ∑ j, lam j * jointWeight β k A b lam j x)
      (-β * (A' + k * z) * ∑ j, lam j * jointWeight β k A b lam j z
        + β * k * ∑ j, lam j ^ 2 * jointWeight β k A b lam j z) z := by
    have hs := HasDerivAt.fun_sum (u := Finset.univ) (fun j _ =>
      (hasDerivAt_jointWeight (β := β) (k := k) (b := b) (lam := lam) hA j).const_mul (lam j))
    refine hs.congr_deriv ?_
    rw [Finset.mul_sum, Finset.mul_sum, ← Finset.sum_add_distrib]
    exact Finset.sum_congr rfl (fun j _ => by ring)
  -- the variance in terms of the first two moments
  have hv : condVar β k A b lam z * marginal β k A b lam z
      = ∑ j, lam j ^ 2 * jointWeight β k A b lam j z
        + (-2 * condMean β k A b lam lam z) * ∑ j, lam j * jointWeight β k A b lam j z
        + condMean β k A b lam lam z ^ 2 * marginal β k A b lam z := by
    refine (div_mul_cancel₀ _ hρ).trans ?_
    unfold marginal
    rw [Finset.mul_sum, Finset.mul_sum, ← Finset.sum_add_distrib, ← Finset.sum_add_distrib]
    exact Finset.sum_congr rfl (fun j _ => by ring)
  refine (hN.fun_div hD hρ).congr_deriv ?_
  rw [div_eq_iff (pow_ne_zero 2 hρ)]
  linear_combination (-β * k * marginal β k A b lam z) * hv
    + β * k * (∑ j, lam j * jointWeight β k A b lam j z
      - condMean β k A b lam lam z * marginal β k A b lam z) * hm

/-- Curvature form of the identity: at positive temperature, with at least one auxiliary position,
positive bias weights, `A` differentiable everywhere and `A'` differentiable at `z`,
`A''(z) = -kT (ln ρ)''(z) + k (β k Var(λ|z) - 1)`. -/
theorem czar_curvature [Nonempty ι] (hβ : 0 < β) (hb : ∀ j, 0 < b j)
    (hA : Differentiable ℝ A) (h2 : DifferentiableAt ℝ (deriv A) z) :
    deriv (deriv A) z
      = -(1 / β) * deriv (deriv (fun x => Real.log (marginal β k A b lam x))) z
        + k * (β * k * condVar β k A b lam z - 1) := by
  have hc : ∀ X : ℝ, -(1 / β) * (-β * X) = X := by
    intro X
    field_simp
  have e : deriv (fun x => Real.log (marginal β k A b lam x))
      = fun x => -β * (deriv A x + k * (x - condMean β k A b lam lam x)) :=
    funext fun x => (hasDerivAt_log_marginal hb (hA x).hasDerivAt).deriv
  have h : HasDerivAt (fun x => -β * (deriv A x + k * (x - condMean β k A b lam lam x)))
      (-β * (deriv (deriv A) z + k * (1 - β * k * condVar β k A b lam z))) z :=
    (h2.hasDerivAt.fun_add (((hasDerivAt_id' z).fun_sub
      (hasDerivAt_condMean hb (hA z).hasDerivAt)).const_mul k)).const_mul (-β)
  rw [e, h.deriv, hc]
  ring

/-- At positive temperature, with at least one auxiliary position, positive bias weights and `A`
continuously differentiable, integrating the CZAR estimate from `x` to `y` gives the free-energy
difference `A y - A x`. -/
theorem integral_czar [Nonempty ι] (hβ : 0 < β) (hb : ∀ j, 0 < b j)
    (hA : Differentiable ℝ A) (hA' : Continuous (deriv A)) (x y : ℝ) :
    ∫ t in x..y, (-(1 / β) * deriv (fun s => Real.log (marginal β k A b lam s)) t
      + k * (condMean β k A b lam lam t - t)) = A y - A x := by
  have h : ∫ t in x..y, deriv A t = A y - A x :=
    intervalIntegral.integral_deriv_eq_sub (fun t _ => hA t) (hA'.intervalIntegrable x y)
  rw [← h]
  exact intervalIntegral.integral_congr (fun t _ => (czar hβ hb (hA t)).symm)

end

end CZAR
```

```lean
#print axioms CZAR.czar
-- 'CZAR.czar' depends on axioms: [propext, Classical.choice, Quot.sound]
#print axioms CZAR.uncorrected_exact_iff
-- 'CZAR.uncorrected_exact_iff' depends on axioms: [propext, Classical.choice, Quot.sound]
#print axioms CZAR.czar_curvature
-- 'CZAR.czar_curvature' depends on axioms: [propext, Classical.choice, Quot.sound]
#print axioms CZAR.integral_czar
-- 'CZAR.integral_czar' depends on axioms: [propext, Classical.choice, Quot.sound]
```

## Scope of the theorems and structure of the proof

The finite type `ι` labels the auxiliary positions, and `lam j` is $\lambda_j$. The definitions `jointWeight`, `marginal`, `condMean` and `condVar` are $w_j$, $\rho$, the conditional mean and the conditional variance. Leaving $\rho$ unnormalised is harmless, because a constant factor does not change the slope of its logarithm.

The theorem `czar` says that, for at least one auxiliary position, $\beta>0$, all $b_j>0$ and $A$ differentiable at $z$, the identity holds at $z$. The spring constant may be any real number, positions may coincide, and a single position is allowed. In the lemmas, `A'` is a number, the slope of $A$ at $z$; the final theorems write it as `deriv A z`.

The free energy $A$ is given, not derived from an atomistic Hamiltonian. The form of the joint weight encodes a physical condition: the auxiliary variable feels the atoms only through the spring to $z$. If a fixed differentiable bias $U(z)$ also acts directly on $z$, the theorem applies with $A+U$ in place of $A$, so $U'(z)$ must be subtracted from the result to obtain $A'(z)$. Periodic or multidimensional collective variables and a continuous $\lambda$ are not covered. Nor are binning errors, statistical noise or convergence of the dynamics to the assumed distribution.

The proof follows the calculation above:

- `marginal_pos` justifies the logarithm and the divisions by $\rho$.
- `hasDerivAt_jointWeight` differentiates the spring energy in `hq`, then applies the chain rule.
- `hasDerivAt_log_marginal` sums these derivatives. Its step `he` separates the common factor from $\sum_j\lambda_jw_j$, `hm` identifies that sum as $m\rho$, and `linear_combination` joins the two.
- `czar` cancels the factors of $\beta$ and rearranges; `uncorrected_exact_iff` then uses $k\neq0$.
- `hasDerivAt_condMean` obtains $\rho'$ and $N'$ as `hD` and `hN`, expands the variance in `hv`, and applies the quotient rule.
- `czar_curvature` first establishes the logarithmic slope as a function of position, which is where differentiability of $A$ everywhere enters, and then differentiates it.
- `integral_czar` replaces the integrand by $A'$ and applies the fundamental theorem of calculus.
